# A sufficiently large shift s makes the Sternheimer operator H − e + sP positive definite, and the solution does not depend on s

Let H be a Hermitian operator on a finite-dimensional complex inner product space, with all its energies at least l. Let e be a real number and let P project onto the eigenvectors of H with energy at most e. Then for every real s > e − l the operator H − e + sP is positive definite. For every vector b the equation

(H − e + sP) x = −(1 − P) b

has exactly one solution x. It satisfies Px = 0 and is the same for all these s. At s = 0 the operator is singular whenever e is an eigenvalue of H.

For a fixed one-particle Hamiltonian in a finite basis, let e be the highest occupied level, with every level up to and including e completely filled, and take an orbital of energy e. If e is degenerate, choose an orbital that a perturbed orbital approaches smoothly as the perturbation is switched off. Then x is the part of this orbital's static first-order change that lies outside the occupied space, where b is the perturbation applied to the orbital. Positive definiteness is the property that the conjugate-gradient method assumes of such a linear system.

## Levels of the shifted operator

Choose orthonormal eigenvectors vᵢ with Hvᵢ = Eᵢvᵢ, and write xᵢ = ⟨vᵢ, x⟩ for the amplitudes of a vector x. The inner product is linear in its second argument. Call an index low if Eᵢ ≤ e and high if Eᵢ > e. The projector is

Px = Σ_{i low} xᵢ vᵢ,

so ⟨vᵢ, Px⟩ equals xᵢ for low i and 0 for high i. Since H is Hermitian and Eᵢ is real,

⟨vᵢ, Hx⟩ = ⟨Hvᵢ, x⟩ = Eᵢ xᵢ.

Write Aₛ = H − e + sP. Collecting the three terms gives

⟨vᵢ, Aₛx⟩ = wᵢ xᵢ, with wᵢ = Eᵢ − e + s for low i and wᵢ = Eᵢ − e for high i.

The shift s is thus an energy added to the low levels only. Because the wᵢ are real,

⟨Aₛx, y⟩ = Σᵢ wᵢ conj(xᵢ) yᵢ = ⟨x, Aₛy⟩,

so Aₛ is Hermitian. Setting y = x gives

⟨x, Aₛx⟩ = Σᵢ wᵢ |xᵢ|².

If every wᵢ is positive, this sum is positive for each x ≠ 0, because such an x has a nonzero amplitude. Conversely, x = vᵢ gives the value wᵢ, so positive definiteness forces every wᵢ to be positive. For high i, wᵢ = Eᵢ − e is positive already. Hence Aₛ is positive definite exactly when

s > e − Eᵢ for every low i.

From Eᵢ ≥ l follows e − Eᵢ ≤ e − l, so s > e − l is sufficient. It is also necessary if l is itself an energy of H and l ≤ e. If l is only a lower bound, a smaller shift may do.

## One solution for all admissible shifts

Let s > e − l and let x solve Aₛx = −(1 − P)b. For low i, the component of the equation along vᵢ reads

wᵢ xᵢ = −(bᵢ − bᵢ) = 0.

Since wᵢ > 0, xᵢ = 0. All low amplitudes vanish, which means Px = 0.

For existence, suppose Aₛz = 0. Then ⟨z, Aₛz⟩ = 0, and positive definiteness gives z = 0. So Aₛ is injective and, in finite dimension, also surjective. Take one admissible shift, say s₀ = e − l + 1, and let x be the solution for it. Since Px = 0, for any other s > e − l

Aₛx = (H − e)x + sPx = (H − e)x = −(1 − P)b.

The same x therefore solves the equation for every admissible s, and injectivity of Aₛ excludes a second solution. The high components give its amplitudes as xᵢ = −bᵢ/(Eᵢ − e), a formula that the Lean theorems below do not state.

If s = 0 and Hv = ev with v ≠ 0, then A₀v = Hv − ev = 0, so A₀ is singular.

## The operator, its projector and positivity in Lean

```lean
import Mathlib

open Module

namespace SternheimerPositiveShift

noncomputable section

variable {V : Type*} [NormedAddCommGroup V] [InnerProductSpace ℂ V] [FiniteDimensional ℂ V]
variable {n : ℕ} {H : V →ₗ[ℂ] V}
```

`V` is the state space and `H` a linear map on it. Hermiticity enters each theorem as `hH : H.IsSymmetric`, which says ⟨Hx, y⟩ = ⟨x, Hy⟩, and `hn` names the dimension `n`. Mathlib's spectral theorem then supplies the real energies `hH.eigenvalues hn i` and the orthonormal eigenvectors `hH.eigenvectorBasis hn i`, with `i` in `Fin n`. These are Eᵢ and vᵢ above, so no eigenbasis has to be postulated.

```lean
/-- The projector `P` onto the eigenvectors of the Hermitian operator `H` with energy at
most `e`. -/
def lowProjector (hH : H.IsSymmetric) (hn : finrank ℂ V = n) (e : ℝ) : V →ₗ[ℂ] V where
  toFun x := ∑ i ∈ Finset.univ.filter (fun i => hH.eigenvalues hn i ≤ e),
    inner ℂ (hH.eigenvectorBasis hn i) x • hH.eigenvectorBasis hn i
  map_add' x y := by
    simp only [inner_add_right, add_smul, Finset.sum_add_distrib]
  map_smul' c x := by
    simp only [inner_smul_right, mul_smul, Finset.smul_sum, RingHom.id_apply]
```

This is the sum over low indices that defines Px, together with its linearity. Energies are listed with multiplicity, so a degenerate level at or below `e` is included as a whole. The cut is fixed by `e` itself: if `e` is a lower occupied level, the occupied states above it do not belong to this P.

```lean
/-- The shifted Sternheimer operator `H - e + s P`. -/
def sternheimerOp (hH : H.IsSymmetric) (hn : finrank ℂ V = n) (e s : ℝ) : V →ₗ[ℂ] V :=
  H - (e : ℂ) • LinearMap.id + (s : ℂ) • lowProjector hH hn e
```

This is Aₛ, with the real numbers `e` and `s` read as complex scalars.

```lean
/-- The level `ε - e`, raised by `s` if the energy `ε` is at most `e`. -/
def shiftedEnergy (e s ε : ℝ) : ℝ := ε - e + if ε ≤ e then s else 0
```

This function gives the level wᵢ when its argument `ε` is Eᵢ.

```lean
/-- An operator is positive definite if it is Hermitian and its expectation value is positive
in every nonzero vector. -/
def IsPosDef (A : V →ₗ[ℂ] V) : Prop :=
  A.IsSymmetric ∧ ∀ x, x ≠ 0 → 0 < (inner ℂ x (A x)).re
```

Positive definiteness includes Hermiticity. The expectation value is then real, so taking its real part loses nothing.

## Diagonal form and expectation value

```lean
/-- The projector keeps the amplitudes on eigenvectors with energy at most `e` and removes
all others. -/
theorem inner_lowProjector (hH : H.IsSymmetric) (hn : finrank ℂ V = n) (e : ℝ)
    (i : Fin n) (x : V) :
    inner ℂ (hH.eigenvectorBasis hn i) (lowProjector hH hn e x) =
      if hH.eigenvalues hn i ≤ e then inner ℂ (hH.eigenvectorBasis hn i) x else 0 := by
  change inner ℂ (hH.eigenvectorBasis hn i)
    (∑ j ∈ Finset.univ.filter (fun j => hH.eigenvalues hn j ≤ e),
      inner ℂ (hH.eigenvectorBasis hn j) x • hH.eigenvectorBasis hn j) = _
  rw [inner_sum]
  simp only [inner_smul_right, orthonormal_iff_ite.mp (hH.eigenvectorBasis hn).orthonormal,
    mul_ite, mul_one, mul_zero, Finset.sum_ite_eq, Finset.mem_filter, Finset.mem_univ, true_and]
```

This lemma computes ⟨vᵢ, Px⟩. The inner product is moved inside the sum, and orthonormality leaves at most the term with j = i, which is present only if i is low.

```lean
/-- The shifted operator is diagonal in the eigenbasis of `H`: it multiplies each amplitude by
the shifted energy. -/
theorem inner_sternheimerOp (hH : H.IsSymmetric) (hn : finrank ℂ V = n) (e s : ℝ)
    (i : Fin n) (x : V) :
    inner ℂ (hH.eigenvectorBasis hn i) (sternheimerOp hH hn e s x) =
      (shiftedEnergy e s (hH.eigenvalues hn i) : ℂ) *
        inner ℂ (hH.eigenvectorBasis hn i) x := by
  have h : H (hH.eigenvectorBasis hn i) =
      ((hH.eigenvalues hn i : ℝ) : ℂ) • hH.eigenvectorBasis hn i :=
    hH.apply_eigenvectorBasis hn i
  change inner ℂ (hH.eigenvectorBasis hn i)
    (H x - (e : ℂ) • x + (s : ℂ) • lowProjector hH hn e x) = _
  rw [inner_add_right, inner_sub_right, inner_smul_right, inner_smul_right,
    inner_lowProjector, ← hH (hH.eigenvectorBasis hn i) x, h, inner_smul_left,
    Complex.conj_ofReal]
  unfold shiftedEnergy
  split_ifs <;> push_cast <;> ring
```

This is the identity ⟨vᵢ, Aₛx⟩ = wᵢxᵢ. The rewriting step with `← hH` moves H from x onto the eigenvector, and `Complex.conj_ofReal` uses that the energy is real. The final `split_ifs` treats low and high indices separately.

```lean
/-- For every vector `x`, `⟨x, (H - e + s P) x⟩` is the sum of the shifted energies weighted by the
squared amplitudes. -/
theorem expectation_eq_sum (hH : H.IsSymmetric) (hn : finrank ℂ V = n) (e s : ℝ) (x : V) :
    inner ℂ x (sternheimerOp hH hn e s x) =
      ((∑ i, shiftedEnergy e s (hH.eigenvalues hn i) *
        ‖inner ℂ (hH.eigenvectorBasis hn i) x‖ ^ 2 : ℝ) : ℂ) := by
  rw [← (hH.eigenvectorBasis hn).sum_inner_mul_inner x (sternheimerOp hH hn e s x)]
  push_cast
  refine Finset.sum_congr rfl fun i _ => ?_
  rw [inner_sternheimerOp, ← inner_conj_symm (𝕜 := ℂ) x (hH.eigenvectorBasis hn i)]
  linear_combination (shiftedEnergy e s (hH.eigenvalues hn i) : ℂ) *
    Complex.conj_mul' (inner ℂ (hH.eigenvectorBasis hn i) x)
```

Here ⟨x, Aₛx⟩ becomes the weighted sum of squared amplitudes. `sum_inner_mul_inner` inserts the complete set of eigenvectors, the previous lemma evaluates each term, and `Complex.conj_mul'` turns conj(xᵢ)xᵢ into |xᵢ|².

## The exact threshold for positivity

```lean
/-- Sharp criterion: `H - e + s P` is positive definite exactly when `s` exceeds `e - E` for
every energy `E` of `H` that is at most `e`. -/
theorem isPosDef_iff (hH : H.IsSymmetric) (hn : finrank ℂ V = n) (e s : ℝ) :
    IsPosDef (sternheimerOp hH hn e s) ↔
      ∀ i, hH.eigenvalues hn i ≤ e → e - hH.eigenvalues hn i < s := by
  constructor
  · -- test the expectation value on a single eigenvector
    intro h i hi
    have hp := h.2 _ ((hH.eigenvectorBasis hn).orthonormal.ne_zero i)
    have h1 : inner ℂ (hH.eigenvectorBasis hn i) (hH.eigenvectorBasis hn i) = (1 : ℂ) :=
      (orthonormal_iff_ite.mp (hH.eigenvectorBasis hn).orthonormal i i).trans (if_pos rfl)
    rw [inner_sternheimerOp, h1, mul_one, Complex.ofReal_re, shiftedEnergy, if_pos hi] at hp
    linarith
  · intro h
    have hw : ∀ i, 0 < shiftedEnergy e s (hH.eigenvalues hn i) := by
      intro i
      unfold shiftedEnergy
      split_ifs with hi
      · linarith [h i hi]
      · linarith [not_le.mp hi]
    refine ⟨fun x y => ?_, fun x hx => ?_⟩
    · -- real diagonal entries make the operator Hermitian
      rw [← (hH.eigenvectorBasis hn).sum_inner_mul_inner (sternheimerOp hH hn e s x) y,
        ← (hH.eigenvectorBasis hn).sum_inner_mul_inner x (sternheimerOp hH hn e s y)]
      refine Finset.sum_congr rfl fun i _ => ?_
      rw [← inner_conj_symm (𝕜 := ℂ) (sternheimerOp hH hn e s x) (hH.eigenvectorBasis hn i),
        inner_sternheimerOp, inner_sternheimerOp, map_mul, Complex.conj_ofReal,
        inner_conj_symm]
      ring
    · -- a nonzero vector has a nonzero amplitude
      have hc : ∃ i, inner ℂ (hH.eigenvectorBasis hn i) x ≠ 0 := by
        by_contra hne
        have hz : ∀ i, inner ℂ (hH.eigenvectorBasis hn i) x = 0 :=
          fun i => by_contra fun hi => hne ⟨i, hi⟩
        apply hx
        rw [← (hH.eigenvectorBasis hn).sum_repr' x]
        exact Finset.sum_eq_zero fun i _ => by rw [hz i, zero_smul]
      obtain ⟨i, hi⟩ := hc
      rw [expectation_eq_sum, Complex.ofReal_re]
      exact Finset.sum_pos' (fun j _ => mul_nonneg (hw j).le (sq_nonneg _))
        ⟨i, Finset.mem_univ i, mul_pos (hw i) (pow_pos (norm_pos_iff.mpr hi) 2)⟩
```

The theorem states the criterion s > e − Eᵢ for all low i, in both directions and without a lower bound `l`. If no energy is at or below `e`, the condition is empty and P is zero, so every real `s` is allowed. If there is a low energy, s = 0 fails, because e − Eᵢ ≥ 0.

The first direction evaluates the expectation value on a single eigenvector. In the second, `hw` records that all shifted energies wᵢ are positive. Hermiticity follows by expanding both sides in the eigenbasis and comparing them term by term. For positivity, `hc` finds a nonzero amplitude of x, since otherwise the expansion of x would vanish, and `Finset.sum_pos'` concludes from nonnegative terms of which one is positive.

## Vanishing low components

```lean
/-- If all energies are at least `l` and `s > e - l`, every solution of
`(H - e + s P) x = -(1 - P) b` satisfies `P x = 0`. -/
theorem lowProjector_solution (hH : H.IsSymmetric) (hn : finrank ℂ V = n) {l e s : ℝ}
    (hl : ∀ i, l ≤ hH.eigenvalues hn i) (hs : e - l < s) {x b : V}
    (hx : sternheimerOp hH hn e s x = -(b - lowProjector hH hn e b)) :
    lowProjector hH hn e x = 0 := by
  change ∑ i ∈ Finset.univ.filter (fun i => hH.eigenvalues hn i ≤ e),
    inner ℂ (hH.eigenvectorBasis hn i) x • hH.eigenvectorBasis hn i = 0
  refine Finset.sum_eq_zero fun i hi => ?_
  have hi' : hH.eigenvalues hn i ≤ e := (Finset.mem_filter.mp hi).2
  -- the source has no component on a low eigenvector
  have h := inner_sternheimerOp hH hn e s i x
  rw [hx, inner_neg_right, inner_sub_right, inner_lowProjector, if_pos hi', sub_self,
    neg_zero] at h
  have hw : shiftedEnergy e s (hH.eigenvalues hn i) ≠ 0 := by
    rw [shiftedEnergy, if_pos hi']
    have := hl i
    exact ne_of_gt (by linarith)
  rw [(mul_eq_zero.mp h.symm).resolve_left (Complex.ofReal_ne_zero.mpr hw), zero_smul]
```

The hypothesis `hl` says that `l` bounds the spectrum from below, and `hx` says that x solves the equation. The proof shows that each term of the sum defining Px is zero. The equation's component on a low eigenvector becomes wᵢxᵢ = 0, and `hw` supplies wᵢ ≠ 0. This is the only property of the shift that the argument needs; s > e − l guarantees it.

## Existence, uniqueness and independence of the shift

```lean
/-- Let all energies of `H` be at least `l`. For every `s > e - l` the operator `H - e + s P` is
positive definite, and for each `b` a single `x` with `P x = 0` is the unique solution of
`(H - e + s P) x = -(1 - P) b` for all these `s`. -/
theorem sternheimer_posDef_and_shift_independent (hH : H.IsSymmetric)
    (hn : finrank ℂ V = n) {l e : ℝ} (hl : ∀ i, l ≤ hH.eigenvalues hn i) :
    (∀ s, e - l < s → IsPosDef (sternheimerOp hH hn e s)) ∧
    ∀ b, ∃ x, lowProjector hH hn e x = 0 ∧ ∀ s, e - l < s → ∀ y,
      sternheimerOp hH hn e s y = -(b - lowProjector hH hn e b) ↔ y = x := by
  have hpos : ∀ s, e - l < s → IsPosDef (sternheimerOp hH hn e s) := fun s hs =>
    (isPosDef_iff hH hn e s).2 fun i _ => by linarith [hl i]
  have hinj : ∀ s, e - l < s → Function.Injective (sternheimerOp hH hn e s) := by
    intro s hs
    refine (injective_iff_map_eq_zero (sternheimerOp hH hn e s)).2 fun z hz => ?_
    by_contra hne
    have h := (hpos s hs).2 z hne
    rw [hz, inner_zero_right, Complex.zero_re] at h
    exact lt_irrefl _ h
  refine ⟨hpos, fun b => ?_⟩
  -- solve for one admissible shift
  have h0 : e - l < e - l + 1 := by linarith
  obtain ⟨x, hx⟩ := LinearMap.injective_iff_surjective.mp (hinj _ h0)
    (-(b - lowProjector hH hn e b))
  have hP := lowProjector_solution hH hn hl h0 hx
  refine ⟨x, hP, fun s hs y => ?_⟩
  -- the shift does not act on `x`, so `x` solves the equation for every `s`
  have hxs : sternheimerOp hH hn e s x = -(b - lowProjector hH hn e b) := by
    rw [← hx]
    simp only [sternheimerOp, LinearMap.add_apply, LinearMap.smul_apply, hP, smul_zero]
  exact ⟨fun hy => hinj s hs (hy.trans hxs.symm), fun hy => hy ▸ hxs⟩
```

The first part of the conclusion is positive definiteness for every s > e − l. In the second part the order of the quantifiers carries the independence of the shift: for each `b` the vector `x` is chosen first, and only then does `s` range over all admissible values. The equivalence with `y = x` says both that `x` solves the equation and that nothing else does.

The proof takes the same steps as the derivation. `hpos` applies the criterion, and `hinj` obtains injectivity from positivity. `LinearMap.injective_iff_surjective` is where finite dimension gives a solution at the shift e − l + 1. The preceding theorem yields Px = 0 as `hP`, and `hxs` uses it to remove the shift term and carry the solution over to any other `s`.

The equation is static and linear, with H and `b` held fixed. In a self-consistent calculation `b` changes with the response, and the theorem applies to one linear solve at a time, with `b` held fixed. It does not cover a solve for an orbital below the highest occupied level in which the projector includes all occupied states, because P here stops at `e`. P is built from exact eigenvectors; the theorem does not cover the effect of errors in numerically computed orbitals.

## Singularity at zero shift

```lean
/-- Without the shift (`s = 0`) the operator annihilates a nonzero vector whenever `e` is an
eigenvalue of `H`. -/
theorem singular_without_shift (hH : H.IsSymmetric) (hn : finrank ℂ V = n) {e : ℝ}
    (he : End.HasEigenvalue H (e : ℂ)) :
    ∃ x, x ≠ 0 ∧ sternheimerOp hH hn e 0 x = 0 := by
  obtain ⟨v, hv⟩ := he.exists_hasEigenvector
  refine ⟨v, hv.2, ?_⟩
  change H v - (e : ℂ) • v + ((0 : ℝ) : ℂ) • lowProjector hH hn e v = 0
  rw [hv.apply_eq_smul, sub_self, Complex.ofReal_zero, zero_smul, add_zero]

end

end SternheimerPositiveShift
```

The hypothesis `he` says that `e` is an eigenvalue of H, as it is when `e` is an orbital energy. No lower bound on the spectrum is needed. The proof takes any eigenvector for `e`, normalised or not, and computes that H − e annihilates it while the term with P has coefficient zero.

```lean
#print axioms SternheimerPositiveShift.sternheimer_posDef_and_shift_independent
#print axioms SternheimerPositiveShift.singular_without_shift
```

```
'SternheimerPositiveShift.sternheimer_posDef_and_shift_independent' depends on axioms: [propext, Classical.choice, Quot.sound]
'SternheimerPositiveShift.singular_without_shift' depends on axioms: [propext, Classical.choice, Quot.sound]
```
